# The Lehmann weight matrix of a pole is positive semidefinite, so |A_ij|² ≤ A_ii A_jj

Add an electron to a molecule in orbital j and keep the part of the resulting state that has one particular energy. How strongly does it overlap with the part obtained in the same way from orbital i? If the molecule starts in a normalised, non-degenerate ground state, these overlaps form the residue of an electron-addition pole in the Lehmann form of the zero-temperature one-particle Green's function, a matrix A in the orbital indices. The diagonal entry A_ii is the strength of the peak seen in orbital i. The off-diagonal entries are complex numbers without such a reading, and the question is how large they can be when the peaks are known.

For a state ψ, operators c_i and a projection P onto the eigenspace of the pole, the weight is

A_ij = ⟨ψ, c_i P c_j† ψ⟩.

In a finite basis, two properties of P, P² = P and P† = P, make A positive semidefinite and give |A_ij|² ≤ A_ii A_jj. This constrains the electron-addition pole weights of any finite interacting-electron model with a Hermitian Hamiltonian, solved exactly.

## A finite basis, and nothing assumed about ψ or c_i

States are finite complex vectors and operators are square matrices. For electrons the basis has to span the sectors with N and N+1 particles, because c_j† leads from one to the other. The type `n` labels the basis states and `m` labels the operators; `Fintype` makes both finite. A continuous spectrum, where weight is spread over a density and is not attached to poles, is therefore not covered.

```lean
import Mathlib

open Matrix
open scoped ComplexOrder

namespace PoleSpectralWeight

noncomputable section

variable {n m : Type*} [Fintype n] [Fintype m]
```

The part of c_j† ψ that reaches the pole is the amplitude

a_j = P c_j† ψ.

In Lean, `*ᵥ` applies a matrix to a vector and `ᴴ` is the adjoint.

```lean
/-- The amplitude `P c_j† ψ`. If `P` is an orthogonal projection, this is the part of `c_j† ψ` that
lies in the range of `P`. -/
def poleAmplitude (ψ : n → ℂ) (c : m → Matrix n n ℂ) (P : Matrix n n ℂ) (j : m) : n → ℂ :=
  P *ᵥ ((c j)ᴴ *ᵥ ψ)
```

The inner product ⟨u, v⟩ is written `star u ⬝ᵥ v`, so it is conjugate-linear in its first argument. The weight is then the definition above, entry by entry.

```lean
/-- The matrix-valued spectral weight `A_ij = ⟨ψ, c_i P c_j† ψ⟩` of a pole with
eigenprojection `P`. -/
def poleWeight (ψ : n → ℂ) (c : m → Matrix n n ℂ) (P : Matrix n n ℂ) : Matrix m m ℂ :=
  Matrix.of fun i j => star ψ ⬝ᵥ ((c i * P * (c j)ᴴ) *ᵥ ψ)
```

The vector ψ need not be a ground state or have norm one; multiplying it by a complex number z multiplies A by |z|². The c_i need not satisfy anticommutation relations, so they may equally be spin or density operators. No Hamiltonian appears either: P is any matrix with the two properties below, and that it belongs to an energy eigenvalue is the physical interpretation.

The inner product obeys ⟨u, v⟩* = ⟨v, u⟩, where * is complex conjugation.

```lean
/-- Exchanging the two states in an overlap conjugates it. -/
theorem star_overlap (u v : n → ℂ) : star (star u ⬝ᵥ v) = star v ⬝ᵥ u := by
  simp [dotProduct, star_sum, mul_comm]
```

## P² = P: one projection becomes two

Physically, idempotence says that selecting the states of the pole a second time changes nothing. By hand it is used once, to put a second copy of P between the operators:

⟨ψ, c_i P c_j† ψ⟩ = ⟨ψ, c_i P P c_j† ψ⟩.

There is now one factor of P for each amplitude. In Lean this is the hypothesis `hPP`, used in the auxiliary equation `h` of the proof displayed after the next heading.

To see what happens without it, take two levels |0⟩ and |1⟩, ψ = |0⟩, c_0 = 1 and c_1 = |0⟩⟨1|. Then c_0† ψ = |0⟩ and c_1† ψ = |1⟩, so A_ij is simply the matrix element P_ij. The Hermitian matrix with rows (0, 1) and (1, 0) squares to the identity and not to itself. It gives |A_01|² = 1 while A_00 A_11 = 0, and the bound fails.

Idempotence is more than positivity needs. Any P of the form S†S gives a positive semidefinite A, for instance a sum of several eigenprojections with non-negative broadening factors. What idempotence adds is that the weight is the overlap of the amplitudes a_i themselves.

## P† = P: the two halves form an overlap

Hermiticity makes the projection orthogonal. It holds for the eigenprojections of a Hermitian Hamiltonian, whose eigenspaces at different energies are orthogonal. By hand it moves the left factor of P to the other side of the inner product:

⟨ψ, c_i P P c_j† ψ⟩ = ⟨P c_i† ψ, P c_j† ψ⟩ = ⟨a_i, a_j⟩.

The Lean hypothesis is `hP : P.IsHermitian`. In the proof, `hP.eq` replaces P† by P in the conjugated left amplitude, `h` supplies the doubled projection, and the remaining rewriting regroups the matrix products.

```lean
omit [Fintype m] in
/-- The spectral weight is the matrix of overlaps of the pole amplitudes. -/
theorem poleWeight_eq_overlap (ψ : n → ℂ) (c : m → Matrix n n ℂ) {P : Matrix n n ℂ}
    (hP : P.IsHermitian) (hPP : P * P = P) (i j : m) :
    poleWeight ψ c P i j = star (poleAmplitude ψ c P i) ⬝ᵥ poleAmplitude ψ c P j := by
  -- split the projection into two factors, one for each amplitude
  have h : c i * P * (c j)ᴴ = c i * (P * (P * (c j)ᴴ)) := by
    rw [← Matrix.mul_assoc P P, hPP, Matrix.mul_assoc]
  simp only [poleWeight, poleAmplitude, Matrix.of_apply, Matrix.star_mulVec,
    Matrix.conjTranspose_conjTranspose, hP.eq]
  rw [h]
  simp only [← Matrix.dotProduct_mulVec, Matrix.mulVec_mulVec]
```

Without Hermiticity, P may project along a slanted direction, as the eigenprojections of a non-Hermitian effective Hamiltonian generally do. Keep the two-level example and let P have rows (1, −2) and (0, 0). Then P² = P, but A = P is not Hermitian, and |A_01|² = 4 exceeds A_00 A_11 = 0.

## Both properties together: positivity

Once A_ij = ⟨a_i, a_j⟩, any complex coefficients x_i satisfy

Σ_ij x_i* A_ij x_j = ⟨Σ_i x_i a_i, Σ_j x_j a_j⟩ = ‖Σ_j x_j a_j‖² ≥ 0,

and A_ij* = A_ji. These two statements are what `PosSemidef` means. The Lean proof stores the amplitudes as the columns of a matrix `B`, checks that A = B†B, and applies the Mathlib theorem that such a product is positive semidefinite. From here on, `hP` and `hPP` enter only through the overlap formula and its consequences.

```lean
/-- The matrix-valued spectral weight of a pole is positive semidefinite. -/
theorem poleWeight_posSemidef (ψ : n → ℂ) (c : m → Matrix n n ℂ) {P : Matrix n n ℂ}
    (hP : P.IsHermitian) (hPP : P * P = P) : (poleWeight ψ c P).PosSemidef := by
  -- collect the amplitudes as the columns of a matrix `B`, so that the weight is `B† B`
  let B : Matrix n m ℂ := Matrix.of fun k j => poleAmplitude ψ c P j k
  have h : poleWeight ψ c P = Bᴴ * B := by
    ext i j
    rw [poleWeight_eq_overlap ψ c hP hPP]
    simp [B, Matrix.mul_apply, dotProduct]
  rw [h]
  exact Matrix.posSemidef_conjTranspose_mul_self B
```

## From positivity to the bound

The inequality follows from the norm of one vector, the residual

r = A_ii a_j − A_ij a_i.

Since A_ii is real, expanding the inner product gives

⟨r, r⟩ = A_ii² ⟨a_j, a_j⟩ − A_ii A_ij ⟨a_j, a_i⟩ − A_ij* A_ii ⟨a_i, a_j⟩ + |A_ij|² ⟨a_i, a_i⟩.

Each overlap is an entry of A, and A_ij A_ji = |A_ij|². Hence

⟨r, r⟩ = A_ii² A_jj − A_ii |A_ij|² − A_ii |A_ij|² + |A_ij|² A_ii
= A_ii (A_ii A_jj − |A_ij|²).

The Lean statement writes diagonal entries on the right as `.re`, because the entries of A have complex type. In its proof, `hd` says that the diagonal is real, `hs` that A is Hermitian, and `ho` that A_ij A_ji = |A_ij|². The `simp only` step expands the norm and turns overlaps into entries of A; `ring` completes the algebra.

```lean
/-- The residual `A_ii a_j - A_ij a_i` of two pole amplitudes has squared norm
`A_ii (A_ii A_jj - |A_ij|²)`. -/
theorem residual_norm_sq (ψ : n → ℂ) (c : m → Matrix n n ℂ) {P : Matrix n n ℂ}
    (hP : P.IsHermitian) (hPP : P * P = P) (i j : m) :
    star (poleWeight ψ c P i i • poleAmplitude ψ c P j
        - poleWeight ψ c P i j • poleAmplitude ψ c P i) ⬝ᵥ
      (poleWeight ψ c P i i • poleAmplitude ψ c P j
        - poleWeight ψ c P i j • poleAmplitude ψ c P i)
      = (((poleWeight ψ c P i i).re * ((poleWeight ψ c P i i).re * (poleWeight ψ c P j j).re
          - ‖poleWeight ψ c P i j‖ ^ 2) : ℝ) : ℂ) := by
  have hH := (poleWeight_posSemidef ψ c hP hPP).isHermitian
  have hd : ∀ k, ((poleWeight ψ c P k k).re : ℂ) = poleWeight ψ c P k k :=
    fun k => Complex.conj_eq_iff_re.mp (hH.apply k k)
  have hs : ∀ k l, star (poleWeight ψ c P k l) = poleWeight ψ c P l k :=
    fun k l => hH.apply l k
  have ho : poleWeight ψ c P i j * poleWeight ψ c P j i
      = ((‖poleWeight ψ c P i j‖ ^ 2 : ℝ) : ℂ) := by
    rw [← hs i j, ← Complex.normSq_eq_norm_sq]
    exact Complex.mul_conj _
  -- expand the norm and recognise every overlap as an entry of the weight
  simp only [star_sub, star_smul, sub_dotProduct, dotProduct_sub, smul_dotProduct,
    dotProduct_smul, smul_eq_mul, ← poleWeight_eq_overlap ψ c hP hPP, hs]
  rw [Complex.ofReal_mul, Complex.ofReal_sub, Complex.ofReal_mul, hd i, hd j, ← ho]
  ring
```

A squared norm is not negative, so A_ii (A_ii A_jj − |A_ij|²) ≥ 0. If A_ii > 0, dividing by it gives the bound. If A_ii = 0, then ‖a_i‖² = 0, so a_i = 0 and A_ij = ⟨a_i, a_j⟩ = 0, and the bound reads 0 ≤ 0. The proof makes the same split with `rcases hre.eq_or_lt`.

```lean
/-- An off-diagonal spectral weight is bounded by the diagonal ones:
`|A_ij|² ≤ A_ii A_jj`. -/
theorem poleWeight_norm_sq_le (ψ : n → ℂ) (c : m → Matrix n n ℂ) {P : Matrix n n ℂ}
    (hP : P.IsHermitian) (hPP : P * P = P) (i j : m) :
    ‖poleWeight ψ c P i j‖ ^ 2 ≤ (poleWeight ψ c P i i).re * (poleWeight ψ c P j j).re := by
  have hpos : (0 : ℂ) ≤ poleWeight ψ c P i i := by
    rw [poleWeight_eq_overlap ψ c hP hPP]
    exact dotProduct_star_self_nonneg _
  obtain ⟨hre, him⟩ := Complex.le_def.mp hpos
  rw [Complex.zero_re] at hre
  rw [Complex.zero_im] at him
  have hr := dotProduct_star_self_nonneg (poleWeight ψ c P i i • poleAmplitude ψ c P j
    - poleWeight ψ c P i j • poleAmplitude ψ c P i)
  rw [residual_norm_sq ψ c hP hPP i j] at hr
  have hr' := Complex.zero_le_real.mp hr
  rcases hre.eq_or_lt with h | h
  · -- a vanishing diagonal weight means a vanishing amplitude
    have hz : poleWeight ψ c P i i = 0 := Complex.ext h.symm him.symm
    rw [poleWeight_eq_overlap ψ c hP hPP] at hz
    have ha := dotProduct_star_self_eq_zero.mp hz
    have hij : poleWeight ψ c P i j = 0 := by
      rw [poleWeight_eq_overlap ψ c hP hPP, ha, star_zero, zero_dotProduct]
    rw [hij, ← h]
    simp
  · have := (mul_nonneg_iff_of_pos_left h).mp hr'
    linarith
```

Equality is decided by the same residual:

|A_ij|² = A_ii A_jj if and only if A_ii a_j = A_ij a_i.

If the bound is an equality, ⟨r, r⟩ = 0 and so r = 0. Conversely, r = 0 forces either A_ii = 0 or A_ii A_jj = |A_ij|². In the first case the bound gives |A_ij|² ≤ 0, so both sides vanish and equality holds again. When A_ii and A_jj are both positive, the condition says that a_j is a non-zero multiple of a_i: at this pole, c_i† and c_j† excite the same state up to a factor.

The Lean proof first rewrites the vector equation as a vanishing residual norm, and then treats the two directions as above.

```lean
/-- The bound `|A_ij|² ≤ A_ii A_jj` is an equality exactly when the pole amplitudes satisfy
`A_ii a_j = A_ij a_i`. -/
theorem poleWeight_norm_sq_eq_iff (ψ : n → ℂ) (c : m → Matrix n n ℂ) {P : Matrix n n ℂ}
    (hP : P.IsHermitian) (hPP : P * P = P) (i j : m) :
    ‖poleWeight ψ c P i j‖ ^ 2 = (poleWeight ψ c P i i).re * (poleWeight ψ c P j j).re ↔
      poleWeight ψ c P i i • poleAmplitude ψ c P j
        = poleWeight ψ c P i j • poleAmplitude ψ c P i := by
  -- the amplitudes are so related exactly when the residual has norm zero
  rw [← sub_eq_zero (a := poleWeight ψ c P i i • poleAmplitude ψ c P j)
      (b := poleWeight ψ c P i j • poleAmplitude ψ c P i),
    ← dotProduct_star_self_eq_zero, residual_norm_sq ψ c hP hPP i j,
    Complex.ofReal_eq_zero, mul_eq_zero]
  constructor
  · intro h
    right
    linarith
  · rintro (h | h)
    · have hle := poleWeight_norm_sq_le ψ c hP hPP i j
      rw [h, zero_mul] at hle ⊢
      exact le_antisymm hle (sq_nonneg _)
    · linarith
```

## One eigenvector: the weight factorises

Suppose that the pole has a single eigenvector φ, so that P = |φ⟩⟨φ|. Then

A_ij = ⟨ψ, c_i φ⟩ ⟨φ, c_j† ψ⟩ = ⟨ψ, c_i φ⟩ ⟨c_j φ, ψ⟩ = f_i f_j*, with f_i = ⟨ψ, c_i φ⟩.

Taking absolute values gives |A_ij|² = |f_i|² |f_j|² = A_ii A_jj, so a nondegenerate pole saturates the bound for every pair of operators.

In Lean, |φ⟩⟨φ| is `vecMulVec φ (star φ)`. The theorem assumes nothing about φ, because the factorisation is an identity for any vector; for |φ⟩⟨φ| to be the projection onto the eigenspace, φ must have norm one. Within the proof, `hv` computes the action of |φ⟩⟨φ| on a vector, and `hf` rewrites f_j* as ⟨φ, c_j† ψ⟩ using `star_overlap`.

```lean
omit [Fintype m] in
/-- For `P = |φ⟩⟨φ|`, with any vector `φ`, the weight factorises as `A_ij = f_i f_j*` with `f_i =
⟨ψ, c_i φ⟩`. -/
theorem poleWeight_nondegenerate (ψ φ : n → ℂ) (c : m → Matrix n n ℂ) (i j : m) :
    poleWeight ψ c (vecMulVec φ (star φ)) i j
      = (star ψ ⬝ᵥ (c i *ᵥ φ)) * star (star ψ ⬝ᵥ (c j *ᵥ φ)) := by
  have hv : ∀ x : n → ℂ, vecMulVec φ (star φ) *ᵥ x = (star φ ⬝ᵥ x) • φ := by
    intro x
    ext k
    simp only [Matrix.mulVec, dotProduct, vecMulVec_apply, Pi.smul_apply, smul_eq_mul,
      Finset.sum_mul]
    exact Finset.sum_congr rfl fun l _ => by ring
  have hf : star (star ψ ⬝ᵥ (c j *ᵥ φ)) = star φ ⬝ᵥ ((c j)ᴴ *ᵥ ψ) := by
    rw [star_overlap, Matrix.star_mulVec, ← Matrix.dotProduct_mulVec]
  rw [hf]
  simp only [poleWeight, Matrix.of_apply]
  rw [← Matrix.mulVec_mulVec, ← Matrix.mulVec_mulVec, hv, Matrix.mulVec_smul,
    dotProduct_smul, smul_eq_mul, mul_comm]
```

## Two eigenvectors: the bound can be strict

With a degenerate pole the amplitudes can point in different directions. Take three levels, ψ = |0⟩, and the operators c_0 = |0⟩⟨1| and c_1 = |0⟩(⟨1| + ⟨2|). These are chosen for simplicity and are not fermionic annihilation operators.

```lean
/-- Two operators on a three-level system: `|0⟩⟨1|` and `|0⟩(⟨1| + ⟨2|)`. -/
def modePair : Fin 2 → Matrix (Fin 3) (Fin 3) ℂ :=
  ![!![0, 1, 0; 0, 0, 0; 0, 0, 0], !![0, 1, 1; 0, 0, 0; 0, 0, 0]]
```

The pole consists of the levels |1⟩ and |2⟩.

```lean
/-- The projection onto the levels `|1⟩` and `|2⟩`. -/
def upperProjection : Matrix (Fin 3) (Fin 3) ℂ :=
  !![0, 0, 0; 0, 1, 0; 0, 0, 1]
```

The amplitudes are a_0 = |1⟩ and a_1 = |1⟩ + |2⟩, and their overlaps give A the rows (1, 1) and (1, 2). Here |A_01|² = 1 is smaller than A_00 A_11 = 2. The theorem confirms both properties of P and the weight matrix by computing every entry.

```lean
/-- The projection onto two levels is Hermitian and idempotent, and with `ψ = |0⟩` the
weight of the two operators is the matrix with rows `(1, 1)` and `(1, 2)`. -/
theorem poleWeight_witness :
    upperProjection.IsHermitian ∧ upperProjection * upperProjection = upperProjection ∧
      poleWeight ![1, 0, 0] modePair upperProjection = !![1, 1; 1, 2] := by
  refine ⟨?_, ?_, ?_⟩
  · ext i j
    fin_cases i <;> fin_cases j <;> simp [upperProjection, Matrix.conjTranspose_apply]
  · ext i j
    fin_cases i <;> fin_cases j <;>
      simp [upperProjection, Matrix.mul_apply, Fin.sum_univ_three]
  · ext i j
    fin_cases i <;> fin_cases j <;>
      simp [poleWeight, modePair, upperProjection, Matrix.mul_apply, Matrix.mulVec,
        dotProduct, Fin.sum_univ_three, Matrix.conjTranspose_apply]
    norm_num

end

end PoleSpectralWeight
```

```lean
#print axioms PoleSpectralWeight.poleWeight_posSemidef
#print axioms PoleSpectralWeight.poleWeight_norm_sq_eq_iff
#print axioms PoleSpectralWeight.poleWeight_nondegenerate
```

```
'PoleSpectralWeight.poleWeight_posSemidef' depends on axioms: [propext, Classical.choice, Quot.sound]
'PoleSpectralWeight.poleWeight_norm_sq_eq_iff' depends on axioms: [propext, Classical.choice, Quot.sound]
'PoleSpectralWeight.poleWeight_nondegenerate' depends on axioms: [propext, Classical.choice, Quot.sound]
```

## Pole weights in an exact-diagonalisation code

A program that diagonalises the (N+1)-particle block completely can supply orthonormal eigenvectors φ_k of it. For each pole it can compute F_ik = ⟨ψ, c_i φ_k⟩ and sum over the eigenvectors of that energy:

A_ij = Σ_k F_ik F_jk*.

The single terms depend on the basis that the eigensolver happens to return for a degenerate level, while the sum does not. Since this is A = F F†, positivity is built in up to rounding. A test of positivity says more when the residues come from elsewhere, for example from a fit to a numerically computed Green's function: a clearly negative eigenvalue then shows that the fitted matrix is not a weight of the form treated here.

The bound also controls truncation. If A_ii ≤ ε at some pole, then |A_ij| ≤ √(ε A_jj) for every j, so the diagonal alone limits the error made by neglecting row and column i. The square root matters: a diagonal weight of 10⁻⁶ next to one of order 1 still allows an off-diagonal weight of order 10⁻³.
